# Static dielectric eigenvalues avoid [0, 1) for a positive definite interaction and a negative semidefinite response

Take a finite orthonormal basis of \(n\) functions, for example normalised plane waves up to a cutoff. Let \(v\) be the matrix of the electron–electron interaction and \(\chi\) the full static density response, so that an external potential \(x\) induces the density \(\chi x\). This density produces the potential \(v\chi x\), and the total potential is \((1+v\chi)x\). The static dielectric matrix is the inverse of this map,

\[
\varepsilon = (1+v\chi)^{-1}.
\]

Both \(v\) and \(\chi\) are complex matrices, and a dagger denotes the conjugate transpose. Real symmetric matrices are included, with their entries read as complex numbers.

```lean
import Mathlib

open Matrix
open scoped ComplexOrder

namespace StaticDielectricForbiddenRange

noncomputable section

variable {n : Type*} [Fintype n] [DecidableEq n]
```

The index type `n` is any finite set of labels, so the basis size is arbitrary but finite. Opening `ComplexOrder` gives inequalities between complex numbers a meaning: `0 ≤ z` says that \(z\) is real and nonnegative. Three symbols recur below: `*ᵥ` applies a matrix to a vector, `•` multiplies by a scalar, and `⬝ᵥ` is the dot product without conjugation. The physicist's \(x^\dagger y\) is therefore written `star x ⬝ᵥ y`.

## The dielectric matrix and its inverse

```lean
/-- The inverse static dielectric matrix `1 + v χ`, built from the interaction `v` and the
full density response `χ`. -/
def invDielectric (v χ : Matrix n n ℂ) : Matrix n n ℂ := 1 + v * χ
```

This is \(\varepsilon^{-1}=1+v\chi\). The type `Matrix n n ℂ` says that the entries are complex; nothing is assumed yet about symmetry or sign.

```lean
/-- The static dielectric matrix `ε = (1 + v χ)⁻¹`. -/
def dielectric (v χ : Matrix n n ℂ) : Matrix n n ℂ := (invDielectric v χ)⁻¹
```

The superscript `⁻¹` is the matrix inverse. Lean assigns the zero matrix as the inverse of a singular matrix, so the theorems about eigenvalues of \(\varepsilon\) carry the hypothesis `IsUnit (invDielectric v χ)`, which says that \(1+v\chi\) is invertible.

## An eigenmode and the potential it induces

```lean
/-- If `1 + v χ` is invertible, an eigenmode `x` of the dielectric matrix with eigenvalue `lam`
equals `lam` times the sum of `x` and the potential `v χ x` induced by it. -/
theorem eigenmode_screening {v χ : Matrix n n ℂ} (hE : IsUnit (invDielectric v χ))
    {lam : ℂ} {x : n → ℂ} (hx : dielectric v χ *ᵥ x = lam • x) :
    x = lam • (x + v *ᵥ (χ *ᵥ x)) := by
  have hdet := (Matrix.isUnit_iff_isUnit_det _).mp hE
  have h : invDielectric v χ *ᵥ (dielectric v χ *ᵥ x) = x := by
    rw [Matrix.mulVec_mulVec, dielectric, Matrix.mul_nonsing_inv _ hdet, Matrix.one_mulVec]
  rw [hx, Matrix.mulVec_smul, invDielectric, Matrix.add_mulVec, Matrix.one_mulVec,
    ← Matrix.mulVec_mulVec] at h
  exact h.symm
```

The hypothesis `hx` is the eigenvalue equation \(\varepsilon x=\lambda x\), with \(\lambda\) written `lam`. Applying \(1+v\chi\) to both sides gives

\[
x=\lambda\,(x+v\chi x).
\]

Read with \(x\) as an external potential, this says that the total potential is \(x/\lambda\). An eigenvalue above 1 weakens the potential, and a negative one reverses its sign.

The proof follows the same step. `Matrix.mul_nonsing_inv` supplies \((1+v\chi)\varepsilon=1\), which is where invertibility enters, and the rewriting then inserts the eigenvalue equation and expands the product.

```lean
/-- For a Hermitian response `χ` with `1 + v χ` invertible, an eigenmode `x` of the dielectric
matrix with eigenvalue `lam` satisfies `lam (x†χx + (χx)†v(χx)) = x†χx`. -/
theorem eigenmode_energy_balance {v χ : Matrix n n ℂ} (hχ : χ.IsHermitian)
    (hE : IsUnit (invDielectric v χ)) {lam : ℂ} {x : n → ℂ}
    (hx : dielectric v χ *ᵥ x = lam • x) :
    lam * (star x ⬝ᵥ χ *ᵥ x + star (χ *ᵥ x) ⬝ᵥ v *ᵥ (χ *ᵥ x)) = star x ⬝ᵥ χ *ᵥ x := by
  have hs : star (χ *ᵥ x) ⬝ᵥ x = star x ⬝ᵥ χ *ᵥ x := by
    rw [Matrix.star_mulVec, hχ.eq, ← Matrix.dotProduct_mulVec]
  -- pair the screening equation with the induced density
  have h : star (χ *ᵥ x) ⬝ᵥ x = star (χ *ᵥ x) ⬝ᵥ (lam • (x + v *ᵥ (χ *ᵥ x))) :=
    congrArg (fun z => star (χ *ᵥ x) ⬝ᵥ z) (eigenmode_screening hE hx)
  rw [dotProduct_smul, dotProduct_add, smul_eq_mul, hs] at h
  exact h.symm
```

Define

\[
a=x^\dagger\chi x,\qquad b=(\chi x)^\dagger v(\chi x).
\]

When \(x\) represents a real potential, \(a\) is twice the second-order energy change it causes, and \(b\) is twice the interaction energy of the induced density. Multiplying the previous equation from the left by \((\chi x)^\dagger\) gives

\[
(\chi x)^\dagger x=\lambda\left[(\chi x)^\dagger x+(\chi x)^\dagger v\chi x\right].
\]

Since \(\chi\) is Hermitian, \((\chi x)^\dagger x=x^\dagger\chi x=a\), and therefore \(\lambda(a+b)=a\).

In Lean, `hs` is the Hermiticity step and `congrArg` takes the product of both sides with the induced density. Only the invertibility of \(1+v\chi\) and the Hermiticity of \(\chi\) have been used; no signs have entered.

## From two signs to a forbidden interval

```lean
/-- If a nonzero number `lam` satisfies `lam (a + b) = a` with real `a ≤ 0` and `b > 0`, then it
is real and either at least one or negative. -/
theorem ratio_outside_gap {a b : ℝ} {lam : ℂ} (ha : a ≤ 0) (hb : 0 < b) (h0 : lam ≠ 0)
    (h : lam * ((a : ℂ) + (b : ℂ)) = (a : ℂ)) :
    ∃ r : ℝ, lam = (r : ℂ) ∧ (1 ≤ r ∨ r < 0) := by
  rw [← Complex.ofReal_add] at h
  have hs : a + b ≠ 0 := by
    intro hs
    rw [hs, Complex.ofReal_zero, mul_zero] at h
    have ha0 : a = 0 := by exact_mod_cast h.symm
    linarith
  have hsC : ((a + b : ℝ) : ℂ) ≠ 0 := Complex.ofReal_ne_zero.mpr hs
  have ha0 : a ≠ 0 := by
    intro h1
    apply mul_ne_zero h0 hsC
    rw [h, h1, Complex.ofReal_zero]
  refine ⟨a / (a + b), ?_, ?_⟩
  · rw [Complex.ofReal_div, eq_div_iff hsC]
    exact h
  · rcases lt_or_gt_of_ne hs with hneg | hpos
    · left
      rw [le_div_iff_of_neg hneg]
      linarith
    · right
      exact div_neg_of_neg_of_pos (lt_of_le_of_ne ha ha0) hpos
```

This lemma concerns numbers only. Let \(a\le 0\) and \(b>0\) be real, let \(\lambda\ne 0\) be complex, and let \(\lambda(a+b)=a\).

- The sum \(a+b\) is not zero. Otherwise the equation would give \(a=0\), hence \(b=0\), against \(b>0\).
- The number \(a\) is not zero, because \(\lambda\) and \(a+b\) are both nonzero. Hence \(a<0\).
- Division gives \(\lambda=a/(a+b)\), which is real.
- If \(a+b<0\), then \(a\le a+b\), which follows from \(b>0\), is used: division by the negative number \(a+b\) reverses the inequality to \(\lambda\ge 1\).
- If \(a+b>0\), a negative number is divided by a positive one, so \(\lambda<0\).

The conclusion `∃ r : ℝ, lam = (r : ℂ) ∧ (1 ≤ r ∨ r < 0)` reads: there is a real number \(r\) equal to \(\lambda\), and \(r\) is at least 1 or negative. The tactic `rcases` separates the two signs of \(a+b\).

```lean
/-- Forbidden range: for a positive definite interaction and a negative semidefinite static response
with `1 + v χ` invertible, every complex eigenvalue of the dielectric matrix is real and either at
least one or negative. -/
theorem dielectric_eigenvalue_forbidden_range {v χ : Matrix n n ℂ} (hv : v.PosDef)
    (hχ : (-χ).PosSemidef) (hE : IsUnit (invDielectric v χ)) {lam : ℂ} {x : n → ℂ}
    (hx0 : x ≠ 0) (hx : dielectric v χ *ᵥ x = lam • x) :
    ∃ r : ℝ, lam = (r : ℂ) ∧ (1 ≤ r ∨ r < 0) := by
  have hH : χ.IsHermitian := by
    have h := hχ.isHermitian.neg
    rwa [neg_neg] at h
  have hscr := eigenmode_screening hE hx
  by_cases hy : χ *ᵥ x = 0
  · -- no induced density: the mode is unscreened
    rw [hy, Matrix.mulVec_zero, add_zero] at hscr
    have h1 : (1 - lam) • x = 0 := by
      rw [sub_smul, one_smul, ← hscr, sub_self]
    have h2 : 1 - lam = 0 := (smul_eq_zero.mp h1).resolve_right hx0
    refine ⟨1, ?_, Or.inl le_rfl⟩
    rw [Complex.ofReal_one]
    exact (sub_eq_zero.mp h2).symm
  · have h0 : lam ≠ 0 := by
      intro h
      rw [h, zero_smul] at hscr
      exact hx0 hscr
    have hbal := eigenmode_energy_balance hH hE hx
    -- both energies are real, with opposite signs
    have ha := hχ.dotProduct_mulVec_nonneg x
    rw [Matrix.neg_mulVec, dotProduct_neg] at ha
    have hb := hv.dotProduct_mulVec_pos hy
    generalize star x ⬝ᵥ χ *ᵥ x = a at hbal ha
    generalize star (χ *ᵥ x) ⬝ᵥ v *ᵥ (χ *ᵥ x) = b at hbal hb
    obtain ⟨ha1, ha2⟩ := Complex.le_def.mp ha
    obtain ⟨hb1, hb2⟩ := Complex.lt_def.mp hb
    simp only [Complex.zero_re, Complex.zero_im, Complex.neg_re, Complex.neg_im]
      at ha1 ha2 hb1 hb2
    have ea : (a.re : ℂ) = a :=
      Complex.ext (Complex.ofReal_re _) (by rw [Complex.ofReal_im]; linarith)
    have eb : (b.re : ℂ) = b :=
      Complex.ext (Complex.ofReal_re _) (by rw [Complex.ofReal_im]; linarith)
    exact ratio_outside_gap (a := a.re) (b := b.re) (by linarith) hb1 h0
      (by rw [ea, eb]; exact hbal)
```

The hypotheses stand for physical conditions that are assumed here and not derived from a Hamiltonian:

- `v.PosDef`: \(v\) is Hermitian and \(y^\dagger vy>0\) for every \(y\ne 0\). Every nonzero density costs interaction energy, as for Coulomb repulsion.
- `(-χ).PosSemidef`: \(\chi\) is Hermitian and \(x^\dagger\chi x\le 0\) for every \(x\). A static external potential can only lower the ground-state energy at second order, or leave it unchanged.
- `hx0` and `hx`: \(x\) is a nonzero complex vector with \(\varepsilon x=\lambda x\).

The eigenvalue \(\lambda\) starts out complex because \(v\chi\) is in general not Hermitian, even when both factors are. That it is real is part of the conclusion.

The argument has two cases, which Lean separates with `by_cases`. If \(\chi x=0\), no density is induced, the screening equation becomes \(x=\lambda x\), and \(\lambda=1\) because \(x\ne 0\). If \(\chi x\ne 0\), then \(b>0\) by positive definiteness and \(a\le 0\) by the sign of \(\chi\). Moreover \(\lambda\ne 0\), since \(\lambda=0\) would make \(x\) vanish. The energy balance and the lemma on numbers then finish the proof. The lines from `generalize` onwards name the two complex energies and show that they equal their real parts.

For a static dielectric matrix \(\varepsilon=(1+v\chi)^{-1}\) computed in a finite basis, an eigenvalue in \([0,1)\) therefore signals that one of these conditions is violated, or that numerical error has intervened.

The sign of the response matters already for \(1\times1\) matrices. With \(v=1\) and \(\chi=1\), the interaction is positive and \(1+v\chi=2\) is invertible, but \(\varepsilon=1/2\) lies in the forbidden interval.

The same pairing also settles the random-phase approximation, although no theorem is stated for it here. There \(\varepsilon=1-v\chi_0\), where \(\chi_0\) is the response of independent electrons, taken to be negative semidefinite. Pairing \(\varepsilon x=\lambda x\) with \(\chi_0x\) gives

\[
(1-\lambda)\,x^\dagger\chi_0x=(\chi_0x)^\dagger v(\chi_0x).
\]

If \(\chi_0x=0\), then \(\lambda=1\). Otherwise \(x^\dagger\chi_0x<0\) and the right-hand side is positive, so \(\lambda>1\). The negative branch is absent in this approximation.

## Every allowed value occurs

```lean
/-- The diagonal response `χ = -(1 - 1/t) / w` for interaction strengths `w` and prescribed
dielectric values `t`. -/
def modelResponse (w t : n → ℝ) : Matrix n n ℂ :=
  -Matrix.diagonal (fun i => (((1 - (t i)⁻¹) / w i : ℝ) : ℂ))
```

Given interaction strengths \(w_i\) and target values \(t_i\), this defines a diagonal response with

\[
\chi_{ii}=-\frac{1-1/t_i}{w_i}.
\]

```lean
/-- Sharpness: for any positive diagonal interaction, every list of values that are each at least
one or negative is the diagonal of a diagonal dielectric matrix meeting all the hypotheses of the
forbidden-range theorem. -/
theorem allowed_values_attained (w t : n → ℝ) (hw : ∀ i, 0 < w i)
    (ht : ∀ i, 1 ≤ t i ∨ t i < 0) :
    (Matrix.diagonal (fun i => (w i : ℂ))).PosDef ∧ (-modelResponse w t).PosSemidef ∧
    IsUnit (invDielectric (Matrix.diagonal (fun i => (w i : ℂ))) (modelResponse w t)) ∧
    dielectric (Matrix.diagonal (fun i => (w i : ℂ))) (modelResponse w t)
      = Matrix.diagonal (fun i => (t i : ℂ)) := by
  have ht0 : ∀ i, t i ≠ 0 := fun i h => by
    rcases ht i with h1 | h1 <;> linarith
  have hE : invDielectric (Matrix.diagonal (fun i => (w i : ℂ))) (modelResponse w t)
      = Matrix.diagonal (fun i => (((t i)⁻¹ : ℝ) : ℂ)) := by
    rw [invDielectric, modelResponse, mul_neg, Matrix.diagonal_mul_diagonal,
      ← sub_eq_add_neg, ← Matrix.diagonal_one, Matrix.diagonal_sub]
    refine congrArg Matrix.diagonal (funext fun i => ?_)
    have h : w i * ((1 - (t i)⁻¹) / w i) = 1 - (t i)⁻¹ := by
      have := (hw i).ne'
      have := ht0 i
      field_simp
    simp only [← Complex.ofReal_mul, h]
    push_cast
    ring
  have hmul : invDielectric (Matrix.diagonal (fun i => (w i : ℂ))) (modelResponse w t)
      * Matrix.diagonal (fun i => (t i : ℂ)) = 1 := by
    rw [hE, Matrix.diagonal_mul_diagonal, ← Matrix.diagonal_one]
    refine congrArg Matrix.diagonal (funext fun i => ?_)
    simp [ht0 i]
  refine ⟨Matrix.posDef_diagonal_iff.mpr fun i => by exact_mod_cast hw i, ?_,
    (Matrix.isUnit_iff_isUnit_det _).mpr (Matrix.isUnit_det_of_right_inverse hmul),
    Matrix.inv_eq_right_inv hmul⟩
  rw [modelResponse, neg_neg]
  refine Matrix.posSemidef_diagonal_iff.mpr fun i => ?_
  have h : 0 ≤ (1 - (t i)⁻¹) / w i := by
    apply div_nonneg _ (hw i).le
    rcases ht i with h1 | h1
    · linarith [inv_le_one_of_one_le₀ h1]
    · linarith [inv_lt_zero.mpr h1]
  exact_mod_cast h
```

Let all \(w_i\) be positive and let each \(t_i\) be at least 1 or negative. The theorem states four things, joined by `∧`: the interaction \(\mathrm{diag}(w)\) is positive definite, the response is negative semidefinite, \(1+v\chi\) is invertible, and \(\varepsilon=\mathrm{diag}(t)\). The allowed set can therefore not be narrowed under these hypotheses alone.

The calculation is done entry by entry:

\[
1+w_i\chi_{ii}=1-\left(1-\frac1{t_i}\right)=\frac1{t_i},
\]

whose inverse is \(t_i\). For the sign of the response, \(1/t_i\le 1\) holds on both branches: it lies in \((0,1]\) when \(t_i\ge 1\) and is negative when \(t_i<0\). Hence \(-\chi_{ii}\ge 0\).

In the proof, `hE` is the displayed calculation and `hmul` checks that the product with \(\mathrm{diag}(t)\) is the identity. This yields both the invertibility and the value of the inverse. The response is chosen to fit the targets; the theorem does not say that a given material realises it.

## The same exclusion for the macroscopic dielectric function at a fixed wavevector

```lean
/-- For a negative semidefinite response and a real diagonal interaction whose entry at `G` is
nonnegative, the reciprocal of the diagonal element of the inverse dielectric matrix at `G`, if that
element is nonzero, is real and either at least one or negative. -/
theorem macroscopic_forbidden_range {χ : Matrix n n ℂ} (w : n → ℝ) (hχ : (-χ).PosSemidef)
    (G : n) (hw : 0 ≤ w G)
    (hG : invDielectric (Matrix.diagonal (fun i => (w i : ℂ))) χ G G ≠ 0) :
    ∃ r : ℝ, 1 / invDielectric (Matrix.diagonal (fun i => (w i : ℂ))) χ G G = (r : ℂ) ∧
      (1 ≤ r ∨ r < 0) := by
  have hd : 0 ≤ (-χ) G G := hχ.diag_nonneg
  obtain ⟨h1, h2⟩ := Complex.le_def.mp hd
  simp only [Matrix.neg_apply, Complex.zero_re, Complex.zero_im, Complex.neg_re,
    Complex.neg_im] at h1 h2
  have ec : χ G G = ((χ G G).re : ℂ) :=
    Complex.ext (Complex.ofReal_re _).symm (by rw [Complex.ofReal_im]; linarith)
  have he : invDielectric (Matrix.diagonal (fun i => (w i : ℂ))) χ G G
      = ((1 + w G * (χ G G).re : ℝ) : ℂ) := by
    rw [invDielectric, Matrix.add_apply, Matrix.one_apply_eq, Matrix.diagonal_mul,
      Complex.ofReal_add, Complex.ofReal_mul, Complex.ofReal_one, ← ec]
  rw [he] at hG ⊢
  have hne : 1 + w G * (χ G G).re ≠ 0 := Complex.ofReal_ne_zero.mp hG
  have hle : 1 + w G * (χ G G).re ≤ 1 := by
    nlinarith [mul_nonneg hw h1]
  refine ⟨1 / (1 + w G * (χ G G).re), by rw [Complex.ofReal_div, Complex.ofReal_one], ?_⟩
  rcases lt_or_gt_of_ne hne with hneg | hpos
  · exact Or.inr (div_neg_of_pos_of_neg one_pos hneg)
  · left
    rw [le_div_iff₀ hpos]
    linarith

end

end StaticDielectricForbiddenRange
```

In reciprocal space the Coulomb interaction is diagonal, with entries \(w_G\) labelled by reciprocal lattice vectors \(G\) at a fixed wavevector. The macroscopic dielectric constant is obtained as the long-wavelength limit of \(1/(\varepsilon^{-1})_{GG}\) with \(G=0\). The theorem concerns this reciprocal before the limit, and it holds for any label \(G\) with \(w_G\ge 0\) and a nonzero element \((\varepsilon^{-1})_{GG}\).

Because the interaction is diagonal,

\[
(\varepsilon^{-1})_{GG}=1+w_G\chi_{GG}.
\]

A diagonal element of a negative semidefinite matrix is real and at most zero, so this number is real and at most 1. If it is positive, its reciprocal is at least 1; if it is negative, so is its reciprocal. In Lean, `hχ.diag_nonneg` gives the sign of the diagonal element, `he` is the displayed formula, and the final `rcases` treats the two signs.

This is a statement about a matrix element and not about an eigenvalue. It needs neither the invertibility of the whole matrix \(1+v\chi\) nor any sign for the other interaction strengths. The long-wavelength limit, in which the Coulomb entry at \(G=0\) diverges, is not taken.

```lean
#print axioms StaticDielectricForbiddenRange.dielectric_eigenvalue_forbidden_range
#print axioms StaticDielectricForbiddenRange.allowed_values_attained
#print axioms StaticDielectricForbiddenRange.macroscopic_forbidden_range
```

```
'StaticDielectricForbiddenRange.dielectric_eigenvalue_forbidden_range' depends on axioms: [propext, Classical.choice, Quot.sound]
'StaticDielectricForbiddenRange.allowed_values_attained' depends on axioms: [propext, Classical.choice, Quot.sound]
'StaticDielectricForbiddenRange.macroscopic_forbidden_range' depends on axioms: [propext, Classical.choice, Quot.sound]
```
